# Symmetric unitary scattering puts Andreev levels at $\cos^2u=1-T\sin^2(p/2)$

Let $S$ be a symmetric unitary $2\times2$ matrix with transmission $T=|S_{01}|^2$, let $R=\mathrm{diag}(e^{ip/2},e^{-ip/2})$ and $a=e^{-iu}$, with $p,u$ real. Then

$$\det(1-a^2R^\dagger SRS^*)=0\iff\cos^2u=1-T\sin^2(p/2).$$

Here $S$ describes the normal region between two s-wave superconductors with phase difference $p$, and $S^*$ is the entrywise conjugate. For a short, non-interacting junction with one channel per lead and the same gap $\Delta$ on both sides, $u=\arccos(E/\Delta)$ turns this into an equation for the subgap energies $E$, and $T$ is the only property of the normal region that enters.

```lean
import Mathlib

open Matrix

namespace AndreevBoundState

noncomputable section
```

## One energy-independent matrix for electrons and holes

Read from right to left, the loop matrix $M=R^\dagger SRS^*$ scatters a hole, converts it into an electron, scatters the electron and converts it back. The two conversions are Andreev reflections, each with amplitude $a$ and with its superconducting phase in $R$ or $R^\dagger$. Using the same $S$ for both passes neglects its energy dependence, which is the short-junction idealisation. Spin structure is also left out.

```lean
/-- The superconducting phases `exp(ip/2)` and `exp(-ip/2)` of the two leads, as a diagonal matrix. -/
def phaseMatrix (p : ℝ) : Matrix (Fin 2) (Fin 2) ℂ :=
  !![Complex.exp ((p / 2 : ℝ) * Complex.I), 0; 0, Complex.exp (-((p / 2 : ℝ) * Complex.I))]

/-- The transmission probability `T = |S₀₁|²` of the normal region. -/
def transmission (S : Matrix (Fin 2) (Fin 2) ℂ) : ℝ := ‖S 0 1‖ ^ 2

/-- The round trip `Rᴴ S R S*` through the junction, once as an electron and once as a hole. -/
def andreevLoop (S : Matrix (Fin 2) (Fin 2) ℂ) (p : ℝ) : Matrix (Fin 2) (Fin 2) ℂ :=
  (phaseMatrix p)ᴴ * S * phaseMatrix p * S.map star

/-- The secular determinant `det(1 - a² Rᴴ S R S*)` with Andreev reflection amplitude
`a = exp(-iu)`. -/
def secularDet (S : Matrix (Fin 2) (Fin 2) ℂ) (p u : ℝ) : ℂ :=
  (1 - (Complex.exp (-(u * Complex.I))) ^ 2 • andreevLoop S p).det

/-- The Andreev level `Δ √(1 - T sin²(p/2))`, non-negative when `Δ ≥ 0`. -/
def andreevEnergy (Δ T p : ℝ) : ℝ := Δ * √(1 - T * Real.sin (p / 2) ^ 2)
```

In Lean, `phaseMatrix` is $R$, `S.map star` is $S^*$, and `secularDet` is the determinant itself. The model is postulated at this level; it is not derived from the Bogoliubov–de Gennes equation, and no wave functions are constructed.

## Real phase difference

A real $p$ makes the entries of $R$ pure phases, so $R^\dagger R=1$. The transmitted terms on the diagonal of $M$ then carry the phases $e^{\mp ip}$, whose sum is

$$e^{ip}+e^{-ip}=2\cos p=2-4\sin^2(p/2).$$

`phase_sq_add` proves this identity for a general real angle $x$, here $x=p/2$, from Euler's formula and $\cos^2x+\sin^2x=1$. It is used again later with $x=u$.

The counter-examples in this note are worked by hand and are not part of the Lean file. An imaginary $p$ is not a physical phase difference, but it shows where the algebra uses reality: for $p=iy$ with $y\neq0$ and $S=1$, one gets $M=\mathrm{diag}(e^{-y},e^{y})$. The determinant at $u=0$ is then nonzero, although $T=0$ and $\cos^2u=1$.

```lean
/-- Two opposite phase factors satisfy `exp(ix)² + exp(-ix)² = 2 - 4 sin² x`. -/
theorem phase_sq_add (x : ℝ) :
    Complex.exp (x * Complex.I) ^ 2 + Complex.exp (-(x * Complex.I)) ^ 2
      = 2 - 4 * ((Real.sin x : ℝ) : ℂ) ^ 2 := by
  have hcs : ((Real.cos x : ℝ) : ℂ) ^ 2 + ((Real.sin x : ℝ) : ℂ) ^ 2 = 1 := by
    exact_mod_cast Real.cos_sq_add_sin_sq x
  rw [← neg_mul, Complex.exp_mul_I, Complex.exp_mul_I, Complex.cos_neg, Complex.sin_neg,
    ← Complex.ofReal_cos, ← Complex.ofReal_sin]
  linear_combination 2 * hcs + 2 * ((Real.sin x : ℝ) : ℂ) ^ 2 * Complex.I_sq
```

## Unitarity: no particle is lost in the normal region

Unitarity, written `S ∈ unitaryGroup (Fin 2) ℂ`, is conservation of probability. By hand, it normalises the rows: $|S_{00}|^2+|S_{01}|^2=1$ and $|S_{10}|^2+|S_{11}|^2=1$. The first row gives $T\le1$, which `transmission_le_one` reads off from the $(0,0)$ entry of $SS^\dagger=1$.

Without unitarity the equivalence fails. The fully absorbing matrix $S=0$ is symmetric and has $T=0$, but its secular determinant is always $1$, even at $u=0$, where the cosine condition holds.

```lean
/-- The transmission probability of a unitary scattering matrix is at most one. -/
theorem transmission_le_one {S : Matrix (Fin 2) (Fin 2) ℂ}
    (hS : S ∈ unitaryGroup (Fin 2) ℂ) : transmission S ≤ 1 := by
  have hU : S * Sᴴ = 1 := mem_unitaryGroup_iff.mp hS
  have h := congrArg Complex.re (congrFun (congrFun hU 0) 0)
  simp only [Matrix.mul_apply, Fin.sum_univ_two, conjTranspose_apply, one_apply_eq,
    Complex.add_re, Complex.mul_re, Complex.star_def, Complex.conj_re, Complex.conj_im,
    Complex.one_re] at h
  rw [transmission, Complex.sq_norm, Complex.normSq_apply]
  nlinarith [mul_self_nonneg (S 0 0).re, mul_self_nonneg (S 0 0).im]
```

## Symmetry: time reversal in the normal region

The condition `S.IsSymm` means $S_{01}=S_{10}$, as for time-reversal-invariant scattering without spin structure. It turns $S^*$ into $S^\dagger$, so that

$$\det M=|\det R|^2\,|\det S|^2=1.$$

The diagonal entries of $M$ are $|S_{00}|^2+e^{-ip}T$ and $|S_{11}|^2+e^{ip}T$. With both rows normalised,

$$\operatorname{tr}M=2(1-T)+T(e^{ip}+e^{-ip})=2-4T\sin^2(p/2).$$

In `andreevLoop_det_trace`, `hconj` is the replacement of $S^*$ by $S^\dagger$. The determinant then follows by multiplicativity. For the trace, `h0` and `h1` are the row normalisations, and the final `linear_combination` adds them to the phase identity.

Without symmetry, take

$$S=\begin{pmatrix}0&1\\-1&0\end{pmatrix},\qquad p=u=0.$$

This matrix is unitary with $T=1$, and the cosine condition reads $1=1$. But $M=S^2=-1$, so the determinant is $\det(1+1)=4$, not zero.

```lean
/-- For a symmetric unitary scattering matrix the round trip has determinant one and trace
`2 - 4 T sin²(p/2)`. -/
theorem andreevLoop_det_trace {S : Matrix (Fin 2) (Fin 2) ℂ}
    (hS : S ∈ unitaryGroup (Fin 2) ℂ) (hsym : S.IsSymm) (p : ℝ) :
    (andreevLoop S p).det = 1 ∧ (andreevLoop S p).trace
      = 2 - 4 * (transmission S : ℂ) * ((Real.sin (p / 2) : ℝ) : ℂ) ^ 2 := by
  have hU : S * Sᴴ = 1 := mem_unitaryGroup_iff.mp hS
  -- symmetry turns the complex conjugate into the adjoint
  have hconj : S.map star = Sᴴ := by
    ext i j
    change star (S i j) = star (S j i)
    rw [hsym.apply i j]
  have hsum := phase_sq_add (p / 2)
  have hstar : star (Complex.exp ((p / 2 : ℝ) * Complex.I))
      = Complex.exp (-((p / 2 : ℝ) * Complex.I)) := by
    rw [← starRingEnd_apply, ← Complex.exp_conj, map_mul, Complex.conj_ofReal,
      Complex.conj_I, mul_neg]
  have hef : Complex.exp ((p / 2 : ℝ) * Complex.I)
      * Complex.exp (-((p / 2 : ℝ) * Complex.I)) = 1 := by
    rw [← Complex.exp_add, add_neg_cancel, Complex.exp_zero]
  have r00 : phaseMatrix p 0 0 = Complex.exp ((p / 2 : ℝ) * Complex.I) := rfl
  have r01 : phaseMatrix p 0 1 = 0 := rfl
  have r10 : phaseMatrix p 1 0 = 0 := rfl
  have r11 : phaseMatrix p 1 1 = Complex.exp (-((p / 2 : ℝ) * Complex.I)) := rfl
  generalize Complex.exp ((p / 2 : ℝ) * Complex.I) = e at *
  generalize Complex.exp (-((p / 2 : ℝ) * Complex.I)) = f at *
  have hstar' : star f = e := by rw [← hstar, star_star]
  rw [andreevLoop, hconj]
  constructor
  · have hR : (phaseMatrix p).det = 1 := by
      rw [det_fin_two, r00, r01, r10, r11, hef]
      ring
    have hRH : (phaseMatrix p)ᴴ.det = 1 := by rw [det_conjTranspose, hR, star_one]
    have hdS : S.det * Sᴴ.det = 1 := by rw [← det_mul, hU, det_one]
    rw [det_mul, det_mul, det_mul, hR, hRH, one_mul, mul_one, hdS]
  · -- normalisation of the two rows of S
    have h0 := congrFun (congrFun hU 0) 0
    have h1 := congrFun (congrFun hU 1) 1
    have h10 : S 1 0 = S 0 1 := hsym.apply 0 1
    have hT : S 0 1 * star (S 0 1) = (transmission S : ℂ) := by
      rw [← starRingEnd_apply, Complex.mul_conj, Complex.normSq_eq_norm_sq]
      rfl
    simp only [Matrix.mul_apply, Fin.sum_univ_two, conjTranspose_apply, one_apply_eq,
      h10] at h0 h1
    simp only [trace_fin_two, Matrix.mul_apply, Fin.sum_univ_two, conjTranspose_apply,
      r00, r01, r10, r11, hstar, hstar', star_zero, h10]
    linear_combination e * f * (h0 + h1) + (2 - 2 * (S 0 1 * star (S 0 1))) * hef
      + S 0 1 * star (S 0 1) * hsum - 4 * ((Real.sin (p / 2) : ℝ) : ℂ) ^ 2 * hT
```

## Real $u$: Andreev reflection without leakage

A real $u$ gives $|a|=1$: inside the gap, no quasiparticle escapes into the superconductors, although Andreev reflection does exchange Cooper pairs with them. For any $2\times2$ matrix, $\det(1-zM)=1-z\operatorname{tr}M+z^2\det M$. With $z=a^2$,

$$\begin{aligned}
\det(1-a^2M)&=1-a^2\bigl(2-4T\sin^2(p/2)\bigr)+a^4\\
&=a^2\bigl(a^{-2}+a^2-2+4T\sin^2(p/2)\bigr)\\
&=4a^2\bigl(\cos^2u-1+T\sin^2(p/2)\bigr),
\end{aligned}$$

since $a^{-2}+a^2=2\cos2u=4\cos^2u-2$. The prefactor never vanishes, which gives the equivalence.

The proof of `secularDet_eq` follows the same route: `hchar` is the determinant expansion, `hba` says $a^{-1}a=1$, and `hsum` supplies $a^{-2}+a^2$. `andreev_bound_state_iff` then cancels the nonzero factor `ha`. This algebra would also survive a complex $u$; reality matters for the physical reading.

```lean
/-- The secular determinant equals `4 a² (cos² u - (1 - T sin²(p/2)))`. -/
theorem secularDet_eq {S : Matrix (Fin 2) (Fin 2) ℂ}
    (hS : S ∈ unitaryGroup (Fin 2) ℂ) (hsym : S.IsSymm) (p u : ℝ) :
    secularDet S p u = 4 * Complex.exp (-(u * Complex.I)) ^ 2 *
      ((Real.cos u ^ 2 - (1 - transmission S * Real.sin (p / 2) ^ 2) : ℝ) : ℂ) := by
  obtain ⟨hdet, htr⟩ := andreevLoop_det_trace hS hsym p
  have hchar : ∀ (z : ℂ) (M : Matrix (Fin 2) (Fin 2) ℂ),
      (1 - z • M).det = 1 - z * M.trace + z ^ 2 * M.det := by
    intro z M
    simp [det_fin_two, trace_fin_two]
    ring
  have hba : Complex.exp (u * Complex.I) * Complex.exp (-(u * Complex.I)) = 1 := by
    rw [← Complex.exp_add, add_neg_cancel, Complex.exp_zero]
  have hcs : ((Real.cos u : ℝ) : ℂ) ^ 2 + ((Real.sin u : ℝ) : ℂ) ^ 2 = 1 := by
    exact_mod_cast Real.cos_sq_add_sin_sq u
  have hsum := phase_sq_add u
  rw [secularDet, hchar, hdet, htr]
  simp only [Complex.ofReal_sub, Complex.ofReal_mul, Complex.ofReal_pow, Complex.ofReal_one]
  generalize Complex.exp (u * Complex.I) = b at *
  generalize Complex.exp (-(u * Complex.I)) = a at *
  linear_combination -(b * a + 1) * hba + a ^ 2 * hsum - 4 * a ^ 2 * hcs

/-- The secular determinant of the junction vanishes exactly when
`cos² u = 1 - T sin²(p/2)`. -/
theorem andreev_bound_state_iff {S : Matrix (Fin 2) (Fin 2) ℂ}
    (hS : S ∈ unitaryGroup (Fin 2) ℂ) (hsym : S.IsSymm) (p u : ℝ) :
    secularDet S p u = 0 ↔
      Real.cos u ^ 2 = 1 - transmission S * Real.sin (p / 2) ^ 2 := by
  have ha : 4 * Complex.exp (-(u * Complex.I)) ^ 2 ≠ 0 :=
    mul_ne_zero (by norm_num) (pow_ne_zero 2 (Complex.exp_ne_zero _))
  rw [secularDet_eq hS hsym, mul_eq_zero, or_iff_right ha, Complex.ofReal_eq_zero, sub_eq_zero]
```

## Energies inside a positive gap

Let $\Delta>0$ be the gap, equal in both leads, and $|E|\le\Delta$. Then $u=\arccos(E/\Delta)$ satisfies $\cos u=E/\Delta$, and the condition becomes

$$E=\pm\Delta\sqrt{1-T\sin^2(p/2)}.$$

In `andreev_levels`, the gap hypotheses justify `Real.cos_arccos`, and `hw` uses $T\le1$ to make the radicand non-negative before the square root is taken. Without $|E|\le\Delta$ the statement fails, because Lean's `arccos` returns $0$ for arguments above $1$: at $p=0$, $E=2\Delta$ would count as a solution. When $T\sin^2(p/2)=0$ the solutions sit at the gap edges, so the secular equation alone does not guarantee a localised state there.

```lean
/-- For energies within the gap, with `u = arccos(E/Δ)`, the secular equation holds exactly at
`E = ±Δ √(1 - T sin²(p/2))`. -/
theorem andreev_levels {S : Matrix (Fin 2) (Fin 2) ℂ}
    (hS : S ∈ unitaryGroup (Fin 2) ℂ) (hsym : S.IsSymm) (p : ℝ) {Δ E : ℝ}
    (hΔ : 0 < Δ) (hE : |E| ≤ Δ) :
    secularDet S p (Real.arccos (E / Δ)) = 0 ↔
      E = andreevEnergy Δ (transmission S) p ∨ E = -andreevEnergy Δ (transmission S) p := by
  obtain ⟨h1, h2⟩ := abs_le.mp hE
  have hw : 0 ≤ 1 - transmission S * Real.sin (p / 2) ^ 2 := by
    nlinarith [transmission_le_one hS, Real.sin_sq_le_one (p / 2), sq_nonneg (Real.sin (p / 2))]
  rw [andreev_bound_state_iff hS hsym,
    Real.cos_arccos (by rw [le_div_iff₀ hΔ]; linarith) (by rw [div_le_iff₀ hΔ]; linarith),
    ← Real.sq_sqrt hw, sq_eq_sq_iff_eq_or_eq_neg, div_eq_iff hΔ.ne', div_eq_iff hΔ.ne',
    andreevEnergy, neg_mul, mul_comm Δ]
```

Zero energy is $u=\pi/2$, which requires $T\sin^2(p/2)=1$. Since neither factor exceeds $1$, both must equal $1$: perfect transmission and $\cos(p/2)=0$. In the proof, `nlinarith` obtains $T=1$ from such bounds, and $\cos(p/2)=0$ then follows from $\cos^2(p/2)+\sin^2(p/2)=1$.

```lean
/-- The secular equation has a solution at zero energy, `u = π/2`, exactly when the junction is
perfectly transmitting and `cos(p/2) = 0`. -/
theorem zero_energy_iff {S : Matrix (Fin 2) (Fin 2) ℂ}
    (hS : S ∈ unitaryGroup (Fin 2) ℂ) (hsym : S.IsSymm) (p : ℝ) :
    secularDet S p (Real.pi / 2) = 0 ↔ transmission S = 1 ∧ Real.cos (p / 2) = 0 := by
  have hT := transmission_le_one hS
  have hcs := Real.cos_sq_add_sin_sq (p / 2)
  rw [andreev_bound_state_iff hS hsym, Real.cos_pi_div_two]
  constructor
  · intro h
    have hT1 : transmission S = 1 := by
      nlinarith [sq_nonneg (Real.cos (p / 2)), sq_nonneg (Real.sin (p / 2)),
        Real.sin_sq_le_one (p / 2), sq_nonneg ‖S 0 1‖,
        mul_nonneg (sq_nonneg ‖S 0 1‖) (sq_nonneg (Real.cos (p / 2))),
        show transmission S = ‖S 0 1‖ ^ 2 from rfl]
    refine ⟨hT1, ?_⟩
    rw [hT1] at h
    exact pow_eq_zero_iff (two_ne_zero) |>.mp (by linarith)
  · rintro ⟨h1, h2⟩
    rw [h2] at hcs
    rw [h1]
    linarith
```

## A level away from zero, for the phase derivative

Write $w=1-T\sin^2(p/2)$. Since $w'=-\tfrac12T\sin p$, the chain rule gives

$$\frac{d}{dp}\,\Delta\sqrt w=-\frac{\Delta T\sin p}{4\sqrt w}.$$

In this model, the derivative sets the supercurrent carried by the level. The proof differentiates $\sin^2(p/2)$ in `hsq`, then applies the square-root rule, which needs $w\neq0$; the hypothesis $w>0$ supplies this. At $w=0$ a kink can appear: for $T=1$ the level is $\Delta|\cos(p/2)|$, which has no derivative at $p=\pi$ when $\Delta>0$.

```lean
/-- Away from zero energy, the phase derivative of the Andreev level is
`-Δ T sin p / (4 √(1 - T sin²(p/2)))`. -/
theorem andreevEnergy_hasDerivAt (Δ T p : ℝ) (hw : 0 < 1 - T * Real.sin (p / 2) ^ 2) :
    HasDerivAt (andreevEnergy Δ T)
      (-(Δ * T * Real.sin p) / (4 * √(1 - T * Real.sin (p / 2) ^ 2))) p := by
  have hsin : HasDerivAt (fun q : ℝ => Real.sin (q / 2)) (Real.cos (p / 2) * (1 / 2)) p :=
    ((hasDerivAt_id' p).div_const 2).sin
  have hsq : HasDerivAt (fun q : ℝ => Real.sin (q / 2) ^ 2)
      (Real.sin (p / 2) * Real.cos (p / 2)) p :=
    (hsin.fun_pow 2).congr_deriv (by push_cast; ring)
  have hp : Real.sin p = 2 * Real.sin (p / 2) * Real.cos (p / 2) := by
    rw [← Real.sin_two_mul]
    congr 1
    ring
  refine ((((hsq.const_mul T).const_sub 1).sqrt hw.ne').const_mul Δ).congr_deriv ?_
  rw [hp]
  ring
```

## Unitary and symmetric at every transmission

A beam splitter with reflection amplitude $r$ and transmission amplitude $it$, both $r$ and $t$ real, meets both conditions on $S$ when $r^2+t^2=1$. Its transmission is $t^2$, so $t=\sqrt T$ and $r=\sqrt{1-T}$ realise any $T\in[0,1]$. The proof checks unitarity entry by entry; the normalisation enters on the diagonal. Without it, $r=t=0$ gives the absorbing matrix again.

```lean
/-- A beam splitter with real reflection amplitude `r` and transmission amplitude `it`. -/
def beamSplitter (r t : ℝ) : Matrix (Fin 2) (Fin 2) ℂ :=
  !![(r : ℂ), Complex.I * t; Complex.I * t, (r : ℂ)]

/-- For `r² + t² = 1` the beam splitter is unitary and symmetric, with transmission
probability `t²`. -/
theorem beamSplitter_witness (r t : ℝ) (h : r ^ 2 + t ^ 2 = 1) :
    beamSplitter r t ∈ unitaryGroup (Fin 2) ℂ ∧ (beamSplitter r t).IsSymm ∧
      transmission (beamSplitter r t) = t ^ 2 := by
  have h' : (r : ℂ) ^ 2 + (t : ℂ) ^ 2 = 1 := by exact_mod_cast h
  refine ⟨?_, ?_, ?_⟩
  · rw [mem_unitaryGroup_iff, star_eq_conjTranspose]
    ext i j
    fin_cases i <;> fin_cases j <;>
      simp [beamSplitter, Matrix.mul_apply, Fin.sum_univ_two] <;>
      first
        | ring1
        | linear_combination h' - (t : ℂ) ^ 2 * Complex.I_sq
  · ext i j
    fin_cases i <;> fin_cases j <;> rfl
  · simp [transmission, beamSplitter]

end

end AndreevBoundState
```

```lean
#print axioms AndreevBoundState.andreevLoop_det_trace
#print axioms AndreevBoundState.andreev_levels
#print axioms AndreevBoundState.zero_energy_iff
#print axioms AndreevBoundState.andreevEnergy_hasDerivAt
```

```
'AndreevBoundState.andreevLoop_det_trace' depends on axioms: [propext, Classical.choice, Quot.sound]
'AndreevBoundState.andreev_levels' depends on axioms: [propext, Classical.choice, Quot.sound]
'AndreevBoundState.zero_energy_iff' depends on axioms: [propext, Classical.choice, Quot.sound]
'AndreevBoundState.andreevEnergy_hasDerivAt' depends on axioms: [propext, Classical.choice, Quot.sound]
```
